# Every nonzero stationary state of the one-dimensional harmonic oscillator of the form polynomial times centred Gaussian is a Hermite state with energy (n + 1/2) ħω

If all I do is substitute $H_n(x)\,e^{-x^2/2}$ into the oscillator equation and see that it works, I can't tell whether my list of solutions has gaps. Some other polynomial might solve the equation at an energy between the levels, or a second polynomial might share a level with $H_n$.

The claim I would like to pin down is this, in one dimension and in units $\hbar = m = \omega = 1$. For a nonzero real polynomial $p$ of degree $n$ and a real number $E$, the function $u = p(x)\,e^{-x^2/2}$ satisfies

$$-\tfrac12 u'' + \tfrac12 x^2 u = E u$$

on the whole real line if and only if $E = n + \tfrac12$ and $p$ is a scalar multiple of the physicists' Hermite polynomial $H_n$. Can this be made rigorous, in both directions, and checked by machine? And does it matter that I put the right width into the Gaussian by hand?

## Two coefficients fix the width and the energy

Yes, and the width need not be put in by hand. Take $u = p(x)\,e^{-ax^2/2}$ with any $a > 0$; the equation then forces $a = 1$.

Differentiating a polynomial times this Gaussian gives another function of the same kind, with $p$ replaced by $p' - axp$. Doing it twice gives

$$u'' = \left[p'' - 2axp' + (a^2x^2 - a)\,p\right] e^{-ax^2/2}.$$

Therefore

$$-\tfrac12 u'' + \tfrac12 x^2 u - Eu = -\tfrac12\left[p'' - 2axp' + (a^2-1)x^2 p + (2E-a)\,p\right]e^{-ax^2/2}.$$

The exponential never vanishes, so the Schrödinger equation holds for all $x$ exactly when the bracket is zero at every $x$, that is, when it is the zero polynomial.

Let $p_n \neq 0$ be the leading coefficient of $p$.

- **Degree $n+2$.** Only the term $(a^2-1)x^2p$ reaches this degree, so $(a^2-1)\,p_n = 0$. Since $a > 0$, $a = 1$.
- **Degree $n$.** With $a = 1$, the term $-2xp'$ contributes $-2n\,p_n$, the last term contributes $(2E-1)\,p_n$, and $p''$ contributes nothing. Hence $E = n + \tfrac12$.

What remains is Hermite's equation, $p'' - 2xp' + 2np = 0$.

## Lowering the degree leaves only the Hermite polynomial

Define $H_0 = 1$ and $H_{n+1} = 2xH_n - H_n'$. Suppose that $H_n$ satisfies $H_n'' - 2xH_n' + 2nH_n = 0$, which is clear for $n = 0$. Then

$$H_{n+1}' = 2H_n + 2xH_n' - H_n'' = 2(n+1)H_n,$$

and so

$$H_{n+1}'' - 2xH_{n+1}' + 2(n+1)H_{n+1} = 2(n+1)\left[H_n' - 2xH_n + H_{n+1}\right] = 0.$$

By induction, both Hermite's equation and the lowering rule $H_{n+1}' = 2(n+1)H_n$ hold for every $n$.

For uniqueness, show by induction that a polynomial of degree at most $n$ which solves Hermite's equation with index $n$ is a multiple of $H_n$. For $n = 0$ it is a constant. For the step, let $p$ have degree at most $n+1$ and satisfy $p'' - 2xp' + 2(n+1)p = 0$. Differentiating gives

$$p''' - 2xp'' + 2n\,p' = 0,$$

so $p'$ solves the equation one level down, and $p' = cH_n$ for some $c$. The equation for $p$ itself now returns $p$:

$$2(n+1)\,p = 2xp' - p'' = c\,(2xH_n - H_n') = c\,H_{n+1}.$$

Dividing by $2(n+1)$ completes the step. Conversely, Hermite's equation is linear, so every multiple of $H_n$ solves it, and with $a = 1$ and $E = n + \tfrac12$ this is the Schrödinger equation again.

The Lean file follows this route.

```lean
import Mathlib

open Polynomial

namespace OscillatorHermite

noncomputable section

/-- The physicists' Hermite polynomials, built by the raising rule
`H_(n+1) = 2x H_n - H_n'` from `H_0 = 1`. -/
def hermiteH : ℕ → ℝ[X]
  | 0 => 1
  | n + 1 => 2 * X * hermiteH n - derivative (hermiteH n)

/-- The function `p(x) exp(-a x²/2)`, a polynomial times a Gaussian. -/
def polyGauss (a : ℝ) (p : ℝ[X]) (x : ℝ) : ℝ :=
  p.eval x * Real.exp (-(a * x ^ 2 / 2))

/-- The oscillator Hamiltonian `-u''/2 + x² u/2` in natural units. -/
def oscillator (u : ℝ → ℝ) (x : ℝ) : ℝ :=
  -(1 / 2) * deriv (deriv u) x + 1 / 2 * x ^ 2 * u x

/-- The stationary Schrödinger equation of the oscillator at energy `E`, on the whole line. -/
def IsStationary (u : ℝ → ℝ) (E : ℝ) : Prop :=
  ∀ x, oscillator u x = E * u x

private lemma two_eq : (2 : ℝ[X]) = C 2 := (map_ofNat C 2).symm

private lemma nat_eq (n : ℕ) : 2 * ((n : ℝ[X]) + 1) = C (2 * ((n : ℝ) + 1)) := by
  rw [C_mul, C_add, C_1, map_natCast, ← two_eq]

private lemma energy_eq (n : ℕ) : C (2 * ((n : ℝ) + 1 / 2) - 1) = 2 * (n : ℝ[X]) := by
  rw [show 2 * ((n : ℝ) + 1 / 2) - 1 = 2 * (n : ℝ) by ring, C_mul, map_natCast, ← two_eq]

private lemma derivative_two_X (q : ℝ[X]) :
    derivative (2 * X * q) = 2 * q + 2 * X * derivative q := by
  rw [two_eq, mul_assoc, derivative_C_mul, derivative_mul, derivative_X]
  ring

private lemma derivative_nat (n : ℕ) (q : ℝ[X]) :
    derivative (2 * ((n : ℝ[X]) + 1) * q) = 2 * ((n : ℝ[X]) + 1) * derivative q := by
  rw [nat_eq, derivative_C_mul]

private lemma coeff_two_X (p : ℝ[X]) (k : ℕ) :
    (2 * X * derivative p).coeff k = 2 * k * p.coeff k := by
  rw [two_eq, mul_assoc, coeff_C_mul]
  cases k with
  | zero => simp
  | succ k =>
    rw [coeff_X_mul, coeff_derivative]
    push_cast
    ring

/-- Differentiating `p(x) exp(-a x²/2)` replaces the polynomial `p` by `p' - a x p`. -/
theorem deriv_polyGauss (a : ℝ) (p : ℝ[X]) :
    deriv (polyGauss a p) = polyGauss a (derivative p - C a * X * p) := by
  ext x
  have h1 : HasDerivAt (fun y : ℝ => y ^ 2) (2 * x) x := by
    simpa using hasDerivAt_pow 2 x
  have h2 : HasDerivAt (fun y : ℝ => -(a * y ^ 2 / 2)) (-(a * x)) x :=
    ((h1.const_mul a).div_const 2).fun_neg.congr_deriv (by ring)
  have h3 : HasDerivAt (polyGauss a p) (polyGauss a (derivative p - C a * X * p) x) x :=
    ((p.hasDerivAt x).fun_mul h2.exp).congr_deriv (by
      simp only [polyGauss, eval_sub, eval_mul, eval_C, eval_X]
      ring)
  exact h3.deriv

/-- Rodrigues formula: the `n`-th derivative of `exp(-x²)` is `(-1)^n H_n(x) exp(-x²)`. -/
theorem rodrigues (n : ℕ) (x : ℝ) :
    iteratedDeriv n (fun y : ℝ => Real.exp (-y ^ 2)) x
      = (-1) ^ n * (hermiteH n).eval x * Real.exp (-x ^ 2) := by
  have key : iteratedDeriv n (fun y : ℝ => Real.exp (-y ^ 2))
      = polyGauss 2 (C ((-1) ^ n) * hermiteH n) := by
    induction n with
    | zero =>
      ext y
      simp [polyGauss, hermiteH]
    | succ n ih =>
      rw [iteratedDeriv_succ, ih, deriv_polyGauss]
      congr 1
      rw [derivative_C_mul, hermiteH, pow_succ, C_mul, C_neg, C_1, ← two_eq]
      ring
  rw [key]
  simp only [polyGauss, eval_mul, eval_C]
  rw [show -(2 * x ^ 2 / 2) = -x ^ 2 by ring]

/-- For `u = p(x) exp(-a x²/2)` the Schrödinger equation is equivalent to the polynomial
identity `p'' - 2a x p' + (a² - 1) x² p + (2E - a) p = 0`. -/
theorem stationary_iff_poly (a E : ℝ) (p : ℝ[X]) :
    IsStationary (polyGauss a p) E ↔
      derivative (derivative p) - C a * (2 * X * derivative p)
        + C (a ^ 2 - 1) * (X ^ 2 * p) + C (2 * E - a) * p = 0 := by
  have key : ∀ x, oscillator (polyGauss a p) x - E * polyGauss a p x
      = -(1 / 2) * (derivative (derivative p) - C a * (2 * X * derivative p)
        + C (a ^ 2 - 1) * (X ^ 2 * p) + C (2 * E - a) * p).eval x
        * Real.exp (-(a * x ^ 2 / 2)) := by
    intro x
    rw [oscillator, deriv_polyGauss, deriv_polyGauss, two_eq]
    simp only [polyGauss, derivative_sub, derivative_mul, derivative_C, derivative_X,
      eval_add, eval_sub, eval_mul, eval_pow, eval_C, eval_X, eval_zero, eval_one]
    ring
  constructor
  · intro h
    apply Polynomial.funext
    intro x
    have hx := key x
    rw [h x, sub_self] at hx
    rw [eval_zero]
    -- the Gaussian never vanishes, so the polynomial factor must
    rcases mul_eq_zero.mp hx.symm with h0 | h0
    · linarith
    · exact absurd h0 (Real.exp_pos _).ne'
  · intro h x
    have hx := key x
    rw [h, eval_zero] at hx
    linarith

private lemma stationary_unit (E : ℝ) (p : ℝ[X]) :
    IsStationary (polyGauss 1 p) E ↔
      derivative (derivative p) - 2 * X * derivative p + C (2 * E - 1) * p = 0 := by
  have e : C ((1 : ℝ) ^ 2 - 1) = (0 : ℝ[X]) := by norm_num
  rw [stationary_iff_poly, e, C_1]
  constructor <;> intro h <;> linear_combination h

private lemma lowering_aux (n : ℕ)
    (h : derivative (derivative (hermiteH n)) - 2 * X * derivative (hermiteH n)
      + 2 * (n : ℝ[X]) * hermiteH n = 0) :
    derivative (hermiteH (n + 1)) = 2 * ((n : ℝ[X]) + 1) * hermiteH n := by
  rw [hermiteH, derivative_sub, derivative_two_X]
  linear_combination -h

/-- Hermite's equation `H_n'' - 2x H_n' + 2n H_n = 0`. -/
theorem hermite_equation (n : ℕ) :
    derivative (derivative (hermiteH n)) - 2 * X * derivative (hermiteH n)
      + 2 * (n : ℝ[X]) * hermiteH n = 0 := by
  induction n with
  | zero => simp [hermiteH]
  | succ n ih =>
    rw [lowering_aux n ih, derivative_nat, hermiteH]
    push_cast
    ring

/-- The lowering rule `H_(n+1)' = 2(n+1) H_n`. -/
theorem hermite_lowering (n : ℕ) :
    derivative (hermiteH (n + 1)) = 2 * ((n : ℝ[X]) + 1) * hermiteH n :=
  lowering_aux n (hermite_equation n)

private lemma hermite_ne_zero (n : ℕ) : hermiteH n ≠ 0 := by
  induction n with
  | zero => simp [hermiteH]
  | succ n ih =>
    intro h0
    have h := hermite_lowering n
    rw [h0, derivative_zero] at h
    have hne : 2 * ((n : ℝ) + 1) ≠ 0 := by positivity
    have hk : 2 * ((n : ℝ[X]) + 1) ≠ 0 := by
      rw [nat_eq]
      exact fun hc => hne (C_eq_zero.mp hc)
    exact ih ((mul_eq_zero.mp h.symm).resolve_left hk)

private lemma multiple_of_hermite (n : ℕ) : ∀ p : ℝ[X], p.natDegree ≤ n →
    derivative (derivative p) - 2 * X * derivative p + 2 * (n : ℝ[X]) * p = 0 →
    ∃ c : ℝ, p = C c * hermiteH n := by
  induction n with
  | zero =>
    intro p hp _
    exact ⟨p.coeff 0, by rw [hermiteH, mul_one]; exact eq_C_of_natDegree_le_zero hp⟩
  | succ n ih =>
    intro p hp h
    push_cast at h
    -- the derivative of a solution solves the equation one level down
    have h' := congrArg (fun q : ℝ[X] => derivative q) h
    simp only [derivative_add, derivative_sub, derivative_two_X, derivative_nat,
      derivative_zero] at h'
    obtain ⟨c, hc⟩ := ih (derivative p)
      (by have := natDegree_derivative_le p; omega) (by linear_combination h')
    have d : derivative (derivative p) = C c * derivative (hermiteH n) := by
      rw [hc, derivative_C_mul]
    -- the equation itself raises the solution back
    have e : 2 * ((n : ℝ[X]) + 1) * p = C c * hermiteH (n + 1) := by
      rw [hermiteH]
      linear_combination h - d + 2 * X * hc
    have hne : 2 * ((n : ℝ) + 1) ≠ 0 := by positivity
    have k : C (1 / (2 * ((n : ℝ) + 1))) * (2 * ((n : ℝ[X]) + 1)) = 1 := by
      rw [nat_eq, ← C_mul, one_div_mul_cancel hne, C_1]
    refine ⟨1 / (2 * ((n : ℝ) + 1)) * c, ?_⟩
    rw [C_mul]
    linear_combination C (1 / (2 * ((n : ℝ) + 1))) * e - p * k

/-- For `a > 0` and a nonzero polynomial `p` of degree `n`, the function `p(x) exp(-a x²/2)`
solves the oscillator equation at energy `E` exactly when `a = 1`, `E = n + 1/2` and `p` is a
multiple of `H_n`. -/
theorem stationary_polyGauss_iff {a E : ℝ} {p : ℝ[X]} (ha : 0 < a) (hp : p ≠ 0) :
    IsStationary (polyGauss a p) E ↔
      a = 1 ∧ E = p.natDegree + 1 / 2 ∧ ∃ c : ℝ, p = C c * hermiteH p.natDegree := by
  constructor
  · intro hs
    have hl : p.coeff p.natDegree ≠ 0 := leadingCoeff_ne_zero.mpr hp
    have hdd : ∀ k, p.natDegree ≤ k → (derivative (derivative p)).coeff k = 0 := by
      intro k hk
      rw [coeff_derivative, coeff_derivative,
        coeff_eq_zero_of_natDegree_lt (show p.natDegree < k + 1 + 1 by omega)]
      simp
    -- the coefficient of degree n + 2 fixes the width
    have ha1 : a = 1 := by
      have h1 := congrArg (fun q : ℝ[X] => q.coeff (p.natDegree + 2))
        ((stationary_iff_poly a E p).1 hs)
      have d1 := hdd (p.natDegree + 2) (by omega)
      have z1 : p.coeff (p.natDegree + 2) = 0 :=
        coeff_eq_zero_of_natDegree_lt (by omega)
      simp only [coeff_add, coeff_sub, coeff_C_mul, coeff_X_pow_mul, coeff_two_X,
        coeff_zero, d1, z1] at h1
      have h2 : (a ^ 2 - 1) * p.coeff p.natDegree = 0 := by linear_combination h1
      have h3 := (mul_eq_zero.mp h2).resolve_right hl
      nlinarith
    subst ha1
    have h := (stationary_unit E p).1 hs
    -- the coefficient of degree n fixes the energy
    have hE : E = p.natDegree + 1 / 2 := by
      have h1 := congrArg (fun q : ℝ[X] => q.coeff p.natDegree) h
      have d1 := hdd p.natDegree le_rfl
      simp only [coeff_add, coeff_sub, coeff_C_mul, coeff_two_X, coeff_zero, d1] at h1
      have h2 : (E - (p.natDegree + 1 / 2)) * p.coeff p.natDegree = 0 := by
        linear_combination h1 / 2
      exact sub_eq_zero.mp ((mul_eq_zero.mp h2).resolve_right hl)
    rw [hE, energy_eq] at h
    exact ⟨rfl, hE, multiple_of_hermite _ p le_rfl h⟩
  · rintro ⟨rfl, hE, c, hc⟩
    rw [stationary_unit, hE, energy_eq]
    generalize p.natDegree = n at hc ⊢
    rw [hc, derivative_C_mul, derivative_C_mul]
    linear_combination C c * hermite_equation n

/-- For a nonzero polynomial `p` of degree `n`, the function `p(x) exp(-x²/2)` solves the
oscillator equation at energy `E` exactly when `E = n + 1/2` and `p` is a multiple of `H_n`. -/
theorem stationary_iff_hermite {E : ℝ} {p : ℝ[X]} (hp : p ≠ 0) :
    IsStationary (polyGauss 1 p) E ↔
      E = p.natDegree + 1 / 2 ∧ ∃ c : ℝ, p = C c * hermiteH p.natDegree :=
  (stationary_polyGauss_iff one_pos hp).trans (and_iff_right rfl)

/-- The energies of the stationary states of the form nonzero polynomial times decaying
Gaussian are exactly the numbers `n + 1/2` with `n = 0, 1, 2, …`. -/
theorem energy_levels :
    {E : ℝ | ∃ a : ℝ, 0 < a ∧ ∃ p : ℝ[X], p ≠ 0 ∧ IsStationary (polyGauss a p) E}
      = Set.range (fun n : ℕ => (n : ℝ) + 1 / 2) := by
  ext E
  constructor
  · rintro ⟨a, ha, p, hp, h⟩
    exact ⟨p.natDegree, ((stationary_polyGauss_iff ha hp).1 h).2.1.symm⟩
  · rintro ⟨n, rfl⟩
    refine ⟨1, one_pos, hermiteH n, hermite_ne_zero n, ?_⟩
    show IsStationary (polyGauss 1 (hermiteH n)) ((n : ℝ) + 1 / 2)
    rw [stationary_unit, energy_eq]
    exact hermite_equation n

end

end OscillatorHermite
```

```lean
#print axioms OscillatorHermite.rodrigues
#print axioms OscillatorHermite.stationary_iff_hermite
#print axioms OscillatorHermite.energy_levels
```

```
'OscillatorHermite.rodrigues' depends on axioms: [propext, Classical.choice, Quot.sound]
'OscillatorHermite.stationary_iff_hermite' depends on axioms: [propext, Classical.choice, Quot.sound]
'OscillatorHermite.energy_levels' depends on axioms: [propext, Classical.choice, Quot.sound]
```

## What the Lean statements say about the oscillator

`polyGauss a p` is the function $p(x)\,e^{-ax^2/2}$, where `p : ℝ[X]` is a polynomial with real coefficients. `oscillator u` applies the Hamiltonian to a function `u : ℝ → ℝ`, using Lean's ordinary derivative `deriv` twice. The units are $\hbar = m = \omega = 1$, so energies are in units of $\hbar\omega$ and lengths in units of $\sqrt{\hbar/m\omega}$. `IsStationary u E` says that the equation holds at every real $x$.

`stationary_iff_hermite` is the claim as you put it. The degree $n$ appears as `p.natDegree`, and `C c` is the number $c$ read as a constant polynomial. The more general `stationary_polyGauss_iff` has the free width and adds $a = 1$ to the conclusion. `energy_levels` collects the energies: over all $a > 0$ and all nonzero $p$, the values of $E$ that occur are exactly $n + \tfrac12$ with $n = 0, 1, 2, \dots$

Two hypotheses carry physical content. The condition $p \neq 0$ excludes the zero function, which solves the equation at every energy and describes no state. The condition $a > 0$ demands decay at infinity, as a bound state must have; without it, $e^{x^2/2}$ would solve the equation with $E = -\tfrac12$.

The polynomials `hermiteH` are defined by the raising rule, and the theorem `rodrigues` confirms that they follow the physicists' convention:

$$\frac{d^n}{dx^n}e^{-x^2} = (-1)^n H_n(x)\,e^{-x^2}.$$

The states are unnormalised, since $c$ is free. Up to sign, the normalised ones, whose constant is not derived in the Lean file, are

$$\psi_n(x) = \frac{1}{\sqrt{2^n\, n!\,\sqrt{\pi}}}\;H_n(x)\,e^{-x^2/2}.$$

The theorems classify solutions of one given form. They do not show that every square-integrable solution has this form, nor that the $\psi_n$ are complete, so the full spectrum of the Hamiltonian as an operator on $L^2$ needs a further argument.

For a single one-dimensional harmonic mode, the result has a consequence for basis-set work: a finite combination of oscillator functions, centred on the minimum, that all share a wrong width is never an exact eigenstate, however many functions are included.

## How the Lean proof follows the calculation

**From the differential equation to a polynomial identity.** `deriv_polyGauss` is the rule $p \mapsto p' - axp$, assembled from the product and chain rules. `stationary_iff_poly` applies it twice. Its inner statement `key` is the displayed identity for $-\tfrac12u'' + \tfrac12x^2u - Eu$, which `ring` confirms once the derivatives have been expanded. The Gaussian factor is removed because the exponential is positive, and `Polynomial.funext` turns "zero at every $x$" into "the zero polynomial". `stationary_unit` is the case $a = 1$.

**The Hermite polynomials.** `lowering_aux` derives the lowering rule at $n$ from Hermite's equation at $n$. `hermite_equation` uses it inside its induction, and `hermite_lowering` then states the rule without the assumption. `rodrigues` is a separate induction based on `deriv_polyGauss` with $a = 2$, because $e^{-ax^2/2}$ is $e^{-x^2}$ for that value of $a$.

**Uniqueness.** `multiple_of_hermite` is the lowering argument. Its induction runs over all polynomials at once, so that the hypothesis can be applied to `derivative p`. In the code, `h'` is the differentiated equation, `hc` is $p' = cH_n$, and `e` is $2(n+1)p = cH_{n+1}$. The first comes from differentiating both sides and simplifying, and the second from the induction hypothesis. The third is proved by the tactic `linear_combination`, which is given the multiples of known equations that add up to the desired one.

**The main theorem.** `stationary_polyGauss_iff` reads off the two coefficients. The lemma `coeff_two_X` says that the coefficient of $x^k$ in $2xp'$ is $2k\,p_k$, and `hdd` says that $p''$ has no coefficients in degree $n$ or above. The coefficient of degree $n+2$ gives $a^2 - 1 = 0$, from which `nlinarith` obtains $a = 1$ using $a > 0$. The coefficient of degree $n$ gives the energy, and `multiple_of_hermite` finishes this direction. The converse is $c$ times `hermite_equation`.

**The energies.** One inclusion in `energy_levels` is read off from the main theorem. The other needs an actual state at each level, and $H_n$ with $a = 1$ supplies it. `hermite_ne_zero` ensures that this is not the zero function: if $H_{n+1}$ vanished, the lowering rule would make $H_n$ vanish too, and so on down to $H_0 = 1$.
